# For a real square matrix $M=U\,\mathrm{diag}(\sigma)V^T$, the product $UV^T$ is a nearest orthogonal matrix, and the only one exactly when every singular value is positive

Let $M=U\,\mathrm{diag}(\sigma)V^T$ be a real $n\times n$ matrix, with $U,V$ orthogonal and all $\sigma_k\ge 0$. Then no orthogonal matrix is closer to $M$ in Frobenius norm than $UV^T$. If all $\sigma_k>0$, it is the unique minimiser and equals $M(M^TM)^{-1/2}$.

I meet this when aligning two sets of $n$ real orthonormal orbitals, $\phi_i$ and $\psi_j$, with overlaps $M_{ij}=\langle\phi_i|\psi_j\rangle$. Rotating the first set by an orthogonal $W$ leaves the mismatch
$$\sum_j\Big\|\sum_i\phi_iW_{ij}-\psi_j\Big\|^2=2n-2\,\mathrm{tr}(W^TM),$$
so the best rotation is the orthogonal matrix nearest to $M$. Can the minimality, the uniqueness and the inverse-square-root formula be made rigorous and checked by machine?

## The excess distance is a weighted sum of squares

Yes. The argument compares $UV^T$ with an arbitrary orthogonal $W$ and computes the difference of squared distances exactly.

Since $W^TW=1$,
$$\|W-M\|^2=\mathrm{tr}\,(W-M)^T(W-M)=n-2\,\mathrm{tr}(W^TM)+\mathrm{tr}(M^TM).$$

Suppose $M=QP$ with $Q$ orthogonal and $P$ symmetric. Then $Q^TM=P$, and subtracting two such expressions gives
$$\|W-M\|^2-\|Q-M\|^2=2\,\mathrm{tr}\,P-2\,\mathrm{tr}(W^TQP).$$
On the other hand, by cyclicity of the trace,
$$\mathrm{tr}\,(Q-W)P(Q-W)^T=\mathrm{tr}\,(2P-Q^TWP-W^TQP).$$
Transposition and cyclicity give $\mathrm{tr}(Q^TWP)=\mathrm{tr}(PW^TQ)=\mathrm{tr}(W^TQP)$, so the two right-hand sides agree. The trace on the left is the sum of the quadratic form of $P$ over the rows of $Q-W$. If $P$ is positive semidefinite, it is nonnegative and $Q$ is a minimiser.

Now take $Q=UV^T$ and $P=V\,\mathrm{diag}(\sigma)V^T$, whose product is $M$. With $B=(UV^T-W)V$,
$$\|W-M\|^2-\|UV^T-M\|^2=\sum_{i,k}\sigma_kB_{ik}^2\ \ge 0.$$

If every $\sigma_k>0$, a second minimiser $W$ would make this sum vanish. Then $B=0$, and multiplying by $V^T$ gives $W=UV^T$.

If some $\sigma_k=0$, let $D$ be the identity with its $k$-th diagonal entry changed to $-1$. For $W=UDV^T$ we get $B=U-UD$, which is nonzero only in column $k$, where the weight is zero. This $W$ is a different minimiser. For the orbitals, a zero singular value means that some normalised combination of the $\phi_i$ is orthogonal to every $\psi_j$, so the overlaps cannot fix its sign.

Finally, let all $\sigma_k>0$ and let $P$ be any positive semidefinite square root of $M^TM$. Then $(\det P)^2=(\det M)^2\neq0$, so $P$ is invertible. The matrix $R=MP^{-1}$ satisfies
$$R^TR=P^{-1}M^TMP^{-1}=P^{-1}P^2P^{-1}=1.$$
Since $M=RP$, $R$ is a minimiser, and uniqueness gives $R=UV^T$.

## A quarter turn with stretches 1 and 2

Take
$$M=\begin{pmatrix}0&-2\\1&0\end{pmatrix},\quad U=\begin{pmatrix}0&-1\\1&0\end{pmatrix},\quad \sigma=(1,2),\quad V=1.$$
This is a purely numerical example: an overlap matrix of orthonormal orbitals has no entry larger than $1$ in absolute value. Here $UV^T=U$, at squared distance $1$ from $M$. The identity is at squared distance $1+4+1+1=7$. The excess formula gives the same difference: every entry of $B=U-1$ is $\pm1$, so the sum is $1\cdot2+2\cdot2=6$. Also $M^TM=\mathrm{diag}(1,4)$, hence $P=\mathrm{diag}(1,2)$ and $MP^{-1}=U$.

## How the Lean definitions express alignment

In the file, `n` is a finite index type, whose number of elements is the $n$ used above. `frobDist` is the Frobenius distance, and `IsProcrustes M Q` says that `Q` is orthogonal and at least as close to `M` as every orthogonal matrix. Reflections are allowed, because no determinant is prescribed.

`IsSVD M U σ V` records the decomposition, with the singular values in any order. It is a hypothesis: the existence of a decomposition for every `M` is not derived. `IsPosSqrt P S` says that `P` is symmetric, has a nonnegative quadratic form and squares to `S`. It takes the place of a square-root function, so $M(M^TM)^{-1/2}$ is read as `M * P⁻¹` for every such `P`.

Three theorems carry the claim:

- `svd_isProcrustes` gives minimality for nonnegative singular values.
- `unique_iff_pos` says that every minimiser equals `U * Vᵀ` if and only if all `σ k` are positive.
- `procrustes_alignment` assumes positivity and gives the unique minimiser, the invertibility of each `P` and the inverse formula.

Complex orbitals, sets of unequal size and rounding errors are not treated.

```lean
import Mathlib

open Matrix

namespace ProcrustesAlignment

variable {n : Type*} [Fintype n] [DecidableEq n]

/-- The Frobenius distance between two real square matrices. -/
noncomputable def frobDist (A B : Matrix n n ℝ) : ℝ :=
  Real.sqrt (∑ i, ∑ j, (A i j - B i j) ^ 2)

/-- `Q` is an orthogonal matrix at least as close to `M` as every orthogonal matrix. -/
def IsProcrustes (M Q : Matrix n n ℝ) : Prop :=
  Qᵀ * Q = 1 ∧ ∀ W : Matrix n n ℝ, Wᵀ * W = 1 → frobDist Q M ≤ frobDist W M

/-- A singular value decomposition `M = U diag(σ) Vᵀ` of a real square matrix. -/
structure IsSVD (M U : Matrix n n ℝ) (σ : n → ℝ) (V : Matrix n n ℝ) : Prop where
  left : Uᵀ * U = 1
  right : Vᵀ * V = 1
  nonneg : ∀ k, 0 ≤ σ k
  factor : M = U * diagonal σ * Vᵀ

/-- `P` is a symmetric positive semidefinite square root of `S`. -/
def IsPosSqrt (P S : Matrix n n ℝ) : Prop :=
  Pᵀ = P ∧ (∀ x : n → ℝ, 0 ≤ x ⬝ᵥ (P *ᵥ x)) ∧ P * P = S

/-- For orthogonal `W`, the squared distance to `M` is `tr 1 - 2 tr (Wᵀ M) + tr (Mᵀ M)`. -/
theorem frobDist_sq_of_orthogonal {W : Matrix n n ℝ} (M : Matrix n n ℝ) (hW : Wᵀ * W = 1) :
    frobDist W M ^ 2 =
      (1 : Matrix n n ℝ).trace - 2 * (Wᵀ * M).trace + (Mᵀ * M).trace := by
  have h0 : frobDist W M ^ 2 = ((W - M)ᵀ * (W - M)).trace := by
    rw [frobDist, Real.sq_sqrt (by positivity), Finset.sum_comm]
    simp only [Matrix.trace, Matrix.diag_apply, Matrix.mul_apply, Matrix.transpose_apply,
      Matrix.sub_apply, sq]
  have h1 : (W - M)ᵀ * (W - M) = 1 - Wᵀ * M - (Wᵀ * M)ᵀ + Mᵀ * M := by
    rw [Matrix.transpose_mul, Matrix.transpose_transpose, Matrix.transpose_sub, ← hW]
    noncomm_ring
  rw [h0, h1, Matrix.trace_add, Matrix.trace_sub, Matrix.trace_sub, Matrix.trace_transpose]
  ring

/-- For `M = Q P` with `Q` orthogonal and `P` symmetric, the squared distance of an orthogonal
`W` to `M` exceeds that of `Q` by `tr ((Q - W) P (Q - W)ᵀ)`. -/
theorem polar_excess {Q P W : Matrix n n ℝ} (hQ : Qᵀ * Q = 1) (hP : Pᵀ = P)
    (hW : Wᵀ * W = 1) :
    frobDist W (Q * P) ^ 2 - frobDist Q (Q * P) ^ 2 = ((Q - W) * P * (Q - W)ᵀ).trace := by
  have h1 : (Q - W)ᵀ * ((Q - W) * P) =
      Qᵀ * Q * P - Qᵀ * W * P - Wᵀ * Q * P + Wᵀ * W * P := by
    rw [Matrix.transpose_sub]
    noncomm_ring
  -- the two cross terms have equal traces, by transposition and cyclicity
  have h2 : (Qᵀ * W * P).trace = (Wᵀ * Q * P).trace := by
    rw [← Matrix.trace_transpose (Qᵀ * W * P), Matrix.transpose_mul, Matrix.transpose_mul,
      Matrix.transpose_transpose, hP, Matrix.trace_mul_comm]
  have h3 : Qᵀ * (Q * P) = P := by rw [← mul_assoc, hQ, one_mul]
  have h4 : Wᵀ * (Q * P) = Wᵀ * Q * P := by rw [mul_assoc]
  rw [frobDist_sq_of_orthogonal _ hW, frobDist_sq_of_orthogonal _ hQ, h3, h4,
    Matrix.trace_mul_comm ((Q - W) * P) (Q - W)ᵀ, h1, Matrix.trace_add, Matrix.trace_sub,
    Matrix.trace_sub, h2, hQ, hW, one_mul]
  ring

/-- The orthogonal factor of a polar decomposition `Q P` is a closest orthogonal matrix. -/
theorem polar_isProcrustes {Q P : Matrix n n ℝ} (hQ : Qᵀ * Q = 1) (hP : Pᵀ = P)
    (hpos : ∀ x : n → ℝ, 0 ≤ x ⬝ᵥ (P *ᵥ x)) : IsProcrustes (Q * P) Q := by
  refine ⟨hQ, fun W hW => ?_⟩
  have hex := polar_excess hQ hP hW
  -- each diagonal entry is the quadratic form of `P` on a row of `Q - W`
  have htr : 0 ≤ ((Q - W) * P * (Q - W)ᵀ).trace := by
    refine Finset.sum_nonneg fun i _ => ?_
    rw [mul_assoc, Matrix.diag_apply, Matrix.mul_apply]
    simpa only [dotProduct, Matrix.mulVec, Matrix.mul_apply, Matrix.transpose_apply]
      using hpos ((Q - W) i)
  have ha : 0 ≤ frobDist W (Q * P) := Real.sqrt_nonneg _
  by_contra hlt
  nlinarith [not_le.mp hlt]

/-- The product `U Vᵀ` of the singular vector matrices is orthogonal. -/
theorem IsSVD.orthogonal {M U V : Matrix n n ℝ} {σ : n → ℝ} (h : IsSVD M U σ V) :
    (U * Vᵀ)ᵀ * (U * Vᵀ) = 1 := by
  calc (U * Vᵀ)ᵀ * (U * Vᵀ) = V * (Uᵀ * U) * Vᵀ := by
        simp only [Matrix.transpose_mul, Matrix.transpose_transpose, mul_assoc]
    _ = 1 := by rw [h.left, mul_one, mul_eq_one_comm.mp h.right]

/-- The excess squared distance of an orthogonal `W` over `U Vᵀ` is a sum of squares weighted
by the singular values. -/
theorem svd_excess {M U V W : Matrix n n ℝ} {σ : n → ℝ} (h : IsSVD M U σ V)
    (hW : Wᵀ * W = 1) :
    frobDist W M ^ 2 - frobDist (U * Vᵀ) M ^ 2 =
      ∑ i, ∑ k, σ k * (((U * Vᵀ - W) * V) i k) ^ 2 := by
  have hM : U * Vᵀ * (V * diagonal σ * Vᵀ) = M := by
    calc U * Vᵀ * (V * diagonal σ * Vᵀ) = U * (Vᵀ * V) * diagonal σ * Vᵀ := by
          simp only [mul_assoc]
      _ = M := by rw [h.right, mul_one, h.factor]
  have hS : (V * diagonal σ * Vᵀ)ᵀ = V * diagonal σ * Vᵀ := by
    simp only [Matrix.transpose_mul, Matrix.transpose_transpose, Matrix.diagonal_transpose,
      mul_assoc]
  have hex := polar_excess h.orthogonal hS hW
  rw [hM] at hex
  have hF : (U * Vᵀ - W) * (V * diagonal σ * Vᵀ) * (U * Vᵀ - W)ᵀ =
      ((U * Vᵀ - W) * V) * diagonal σ * ((U * Vᵀ - W) * V)ᵀ := by
    rw [Matrix.transpose_mul (U * Vᵀ - W) V]
    simp only [mul_assoc]
  rw [hex, hF, Matrix.trace]
  refine Finset.sum_congr rfl fun i _ => ?_
  rw [Matrix.diag_apply, Matrix.mul_apply]
  refine Finset.sum_congr rfl fun k _ => ?_
  rw [Matrix.mul_diagonal, Matrix.transpose_apply]
  ring

/-- For every singular value decomposition, `U Vᵀ` is a closest orthogonal matrix to `M`. -/
theorem svd_isProcrustes {M U V : Matrix n n ℝ} {σ : n → ℝ} (h : IsSVD M U σ V) :
    IsProcrustes M (U * Vᵀ) := by
  refine ⟨h.orthogonal, fun W hW => ?_⟩
  have hex := svd_excess h hW
  have hs : 0 ≤ ∑ i, ∑ k, σ k * (((U * Vᵀ - W) * V) i k) ^ 2 :=
    Finset.sum_nonneg fun i _ => Finset.sum_nonneg fun k _ =>
      mul_nonneg (h.nonneg k) (sq_nonneg _)
  have ha : 0 ≤ frobDist W M := Real.sqrt_nonneg _
  by_contra hlt
  nlinarith [not_le.mp hlt]

/-- The closest orthogonal matrix is unique exactly when all singular values are positive. -/
theorem unique_iff_pos {M U V : Matrix n n ℝ} {σ : n → ℝ} (h : IsSVD M U σ V) :
    (∀ Q, IsProcrustes M Q → Q = U * Vᵀ) ↔ ∀ k, 0 < σ k := by
  constructor
  · intro hu k
    by_contra hk
    have hk0 : σ k = 0 := le_antisymm (not_lt.mp hk) (h.nonneg k)
    -- flip the sign of the singular direction with zero singular value
    obtain ⟨s, hs⟩ : ∃ s : n → ℝ, s = fun j => if j = k then -1 else 1 := ⟨_, rfl⟩
    have hss : ∀ j, s j * s j = 1 := by
      intro j
      by_cases hj : j = k <;> simp [hs, hj]
    have hDD : diagonal s * diagonal s = 1 := by
      rw [Matrix.diagonal_mul_diagonal]
      simp [hss]
    have hW : (U * diagonal s * Vᵀ)ᵀ * (U * diagonal s * Vᵀ) = 1 := by
      calc _ = V * (diagonal s * (Uᵀ * U) * diagonal s) * Vᵀ := by
            simp only [Matrix.transpose_mul, Matrix.transpose_transpose,
              Matrix.diagonal_transpose, mul_assoc]
        _ = 1 := by rw [h.left, mul_one, hDD, mul_one, mul_eq_one_comm.mp h.right]
    have hd : (U * Vᵀ - U * diagonal s * Vᵀ) * V = U - U * diagonal s := by
      rw [sub_mul, mul_assoc U Vᵀ V, mul_assoc (U * diagonal s) Vᵀ V, h.right]
      simp only [mul_one]
    have hex := svd_excess h hW
    have hz : ∑ i, ∑ j, σ j * ((U - U * diagonal s) i j) ^ 2 = 0 := by
      refine Finset.sum_eq_zero fun i _ => Finset.sum_eq_zero fun j _ => ?_
      by_cases hj : j = k
      · rw [hj, hk0, zero_mul]
      · have hsj : s j = 1 := by simp [hs, hj]
        rw [Matrix.sub_apply, Matrix.mul_diagonal, hsj]
        ring
    rw [hd, hz] at hex
    have ha : 0 ≤ frobDist (U * Vᵀ) M := Real.sqrt_nonneg _
    have hle : frobDist (U * diagonal s * Vᵀ) M ≤ frobDist (U * Vᵀ) M := by
      by_contra hlt
      nlinarith [not_le.mp hlt]
    have heq := hu _ ⟨hW, fun W' hW' => hle.trans ((svd_isProcrustes h).2 W' hW')⟩
    have hD : diagonal s = 1 := by
      calc diagonal s = Uᵀ * U * diagonal s * (Vᵀ * V) := by
            rw [h.left, h.right, one_mul, mul_one]
        _ = Uᵀ * (U * diagonal s * Vᵀ) * V := by simp only [mul_assoc]
        _ = Uᵀ * U * (Vᵀ * V) := by rw [heq]; simp only [mul_assoc]
        _ = 1 := by rw [h.left, h.right, mul_one]
    have hkk := congrFun (congrFun hD k) k
    have hsk : s k = -1 := by simp [hs]
    rw [Matrix.diagonal_apply_eq, Matrix.one_apply_eq, hsk] at hkk
    norm_num at hkk
  · intro hσ Q hQ
    have hex := svd_excess h hQ.1
    have ha : 0 ≤ frobDist Q M := Real.sqrt_nonneg _
    have hsq : frobDist Q M ^ 2 ≤ frobDist (U * Vᵀ) M ^ 2 :=
      pow_le_pow_left₀ ha (hQ.2 _ h.orthogonal) 2
    have hn : ∀ i k, 0 ≤ σ k * (((U * Vᵀ - Q) * V) i k) ^ 2 := fun i k =>
      mul_nonneg (hσ k).le (sq_nonneg _)
    have h0 : ∑ i, ∑ k, σ k * (((U * Vᵀ - Q) * V) i k) ^ 2 = 0 :=
      le_antisymm (by linarith) (Finset.sum_nonneg fun i _ => Finset.sum_nonneg fun k _ => hn i k)
    -- a vanishing sum with positive weights forces every entry to vanish
    have hE : (U * Vᵀ - Q) * V = 0 := by
      ext i k
      have h1 := (Finset.sum_eq_zero_iff_of_nonneg
        (fun i _ => Finset.sum_nonneg fun k _ => hn i k)).mp h0 i (Finset.mem_univ i)
      have h2 := (Finset.sum_eq_zero_iff_of_nonneg
        (fun k _ => hn i k)).mp h1 k (Finset.mem_univ k)
      rcases mul_eq_zero.mp h2 with h3 | h3
      · exact absurd h3 (hσ k).ne'
      · exact (pow_eq_zero_iff two_ne_zero).mp h3
    have hE' : U * Vᵀ - Q = 0 := by
      calc U * Vᵀ - Q = (U * Vᵀ - Q) * V * Vᵀ := by
            rw [mul_assoc, mul_eq_one_comm.mp h.right, mul_one]
        _ = 0 := by rw [hE, zero_mul]
    exact (sub_eq_zero.mp hE').symm

/-- The matrix `V diag(σ) Vᵀ` is a positive semidefinite square root of `Mᵀ M`. -/
theorem svd_isPosSqrt {M U V : Matrix n n ℝ} {σ : n → ℝ} (h : IsSVD M U σ V) :
    IsPosSqrt (V * diagonal σ * Vᵀ) (Mᵀ * M) := by
  refine ⟨?_, fun x => ?_, ?_⟩
  · simp only [Matrix.transpose_mul, Matrix.transpose_transpose, Matrix.diagonal_transpose,
      mul_assoc]
  · rw [← Matrix.mulVec_mulVec, ← Matrix.mulVec_mulVec, Matrix.dotProduct_mulVec,
      ← Matrix.mulVec_transpose]
    simp only [dotProduct, Matrix.mulVec_diagonal]
    refine Finset.sum_nonneg fun k _ => ?_
    nlinarith [mul_nonneg (h.nonneg k) (sq_nonneg ((Vᵀ *ᵥ x) k))]
  · calc V * diagonal σ * Vᵀ * (V * diagonal σ * Vᵀ)
        = V * diagonal σ * (Vᵀ * V) * diagonal σ * Vᵀ := by simp only [mul_assoc]
      _ = V * diagonal σ * (Uᵀ * U) * diagonal σ * Vᵀ := by rw [h.right, h.left]
      _ = Mᵀ * M := by
        rw [h.factor]
        simp only [Matrix.transpose_mul, Matrix.transpose_transpose,
          Matrix.diagonal_transpose, mul_assoc]

/-- Procrustes alignment: if all singular values of `M` are positive, `U Vᵀ` is the one closest
orthogonal matrix, and it equals `M P⁻¹` for every positive semidefinite square root `P` of
`Mᵀ M`, each such `P` being invertible. -/
theorem procrustes_alignment {M U V : Matrix n n ℝ} {σ : n → ℝ} (h : IsSVD M U σ V)
    (hσ : ∀ k, 0 < σ k) :
    (∀ Q, IsProcrustes M Q ↔ Q = U * Vᵀ) ∧
      ∀ P, IsPosSqrt P (Mᵀ * M) → IsUnit P.det ∧ U * Vᵀ = M * P⁻¹ := by
  refine ⟨fun Q => ⟨(unique_iff_pos h).mpr hσ Q, fun hQ => hQ ▸ svd_isProcrustes h⟩, ?_⟩
  rintro P ⟨hsym, hpos, hsq⟩
  have hdet : ∀ A : Matrix n n ℝ, Aᵀ * A = 1 → A.det ≠ 0 := by
    intro A hA h0
    have h1 := congrArg Matrix.det hA
    rw [Matrix.det_mul, h0, mul_zero, Matrix.det_one] at h1
    exact zero_ne_one h1
  have hM : M.det ≠ 0 := by
    rw [h.factor, Matrix.det_mul, Matrix.det_mul, Matrix.det_diagonal, Matrix.det_transpose]
    exact mul_ne_zero (mul_ne_zero (hdet U h.left)
      (Finset.prod_ne_zero_iff.mpr fun k _ => (hσ k).ne')) (hdet V h.right)
  have hu : IsUnit P.det := by
    refine isUnit_iff_ne_zero.mpr fun h0 => ?_
    have h1 := congrArg Matrix.det hsq
    rw [Matrix.det_mul, Matrix.det_mul, Matrix.det_transpose, h0, zero_mul] at h1
    exact mul_ne_zero hM hM h1.symm
  -- `M P⁻¹` is orthogonal, so `M = (M P⁻¹) P` is a polar decomposition
  have hQ : (M * P⁻¹)ᵀ * (M * P⁻¹) = 1 := by
    rw [Matrix.transpose_mul, Matrix.transpose_nonsing_inv, hsym]
    calc P⁻¹ * Mᵀ * (M * P⁻¹) = P⁻¹ * (Mᵀ * M) * P⁻¹ := by simp only [mul_assoc]
      _ = (P⁻¹ * P) * (P * P⁻¹) := by rw [← hsq]; simp only [mul_assoc]
      _ = 1 := by rw [Matrix.nonsing_inv_mul P hu, Matrix.mul_nonsing_inv P hu, one_mul]
  have hpolar := polar_isProcrustes hQ hsym hpos
  rw [mul_assoc, Matrix.nonsing_inv_mul P hu, mul_one] at hpolar
  exact ⟨hu, ((unique_iff_pos h).mpr hσ _ hpolar).symm⟩

/-- A quarter turn combined with the stretches 1 and 2 is an explicit singular value
decomposition. -/
theorem isSVD_witness :
    IsSVD !![0, -2; 1, 0] !![0, -1; 1, 0] ![1, 2] (1 : Matrix (Fin 2) (Fin 2) ℝ) := by
  refine ⟨?_, by simp, ?_, ?_⟩
  · ext i j
    fin_cases i <;> fin_cases j <;> simp [Matrix.mul_apply, Fin.sum_univ_succ]
  · intro k
    fin_cases k <;> simp
  · rw [Matrix.transpose_one, mul_one]
    ext i j
    rw [Matrix.mul_diagonal]
    fin_cases i <;> fin_cases j <;> simp

end ProcrustesAlignment
```

```lean
#print axioms ProcrustesAlignment.svd_isPosSqrt
#print axioms ProcrustesAlignment.procrustes_alignment
```

```
'ProcrustesAlignment.svd_isPosSqrt' depends on axioms: [propext, Classical.choice, Quot.sound]
'ProcrustesAlignment.procrustes_alignment' depends on axioms: [propext, Classical.choice, Quot.sound]
```

## From the trace identity to the inverse square root

`frobDist_sq_of_orthogonal` expands the squared distance, with `noncomm_ring` multiplying out the matrix product. `polar_excess` is the exact difference for $M=QP$; its step `h2` shows that the two cross terms have equal traces. `polar_isProcrustes` applies positivity row by row. The comparison of squares becomes one of distances by contradiction, with `nlinarith`.

`IsSVD.orthogonal` checks that $UV^T$ is orthogonal. `svd_excess` then specialises the difference to the weighted sum, from which `svd_isProcrustes` follows.

In `unique_iff_pos`, the forward direction builds the sign flip as `diagonal s`. Uniqueness would force `diagonal s = 1`, and entry $(k,k)$ would then read $-1=1$. The reverse direction uses `Finset.sum_eq_zero_iff_of_nonneg` twice to make each term vanish, then cancels the positive weight and the factor $V$.

`svd_isPosSqrt` shows that $V\,\mathrm{diag}(\sigma)V^T$ is a positive semidefinite square root of $M^TM$, so when all singular values are positive there is a `P` to which the inverse formula applies. `procrustes_alignment` follows the determinant argument, proves $MP^{-1}$ orthogonal in `hQ`, and finishes with `polar_isProcrustes` and uniqueness. `isSVD_witness` verifies the decomposition in the numerical example.
